# With curvature between m > 0 and M, a displacement d from a stationary geometry raises the energy by m‖d‖²/2 to M‖d‖²/2

When a geometry is optimised with a cheap method and the energy is then computed there with an expensive one, the result contains an offset of unknown size. Without a bound on that offset, a difference between two such energies may reflect the geometries as much as the chemistry.

Let \(V\) be the energy surface of the expensive method, \(x_0\) a stationary geometry of that same surface, and \(x_0+d\) the geometry actually used. The error is \(V(x_0+d)-V(x_0)\). It is bounded here for surfaces whose curvature lies between two known constants on a convex region containing both geometries. The error of the expensive method itself is a separate matter.

```lean
import Mathlib

open Set

namespace DisplacedGeometryEnergy
```

## From curvature to energy along a path

Let \(g\) have slope \(g'(t)\ge 0\) on \([0,1]\). By the mean value theorem, \(g(t)-g(0)=t\,g'(\xi)\ge 0\) for some \(\xi\) between \(0\) and \(t\), so \(g\) never falls below its starting value. The Lean proof gets this from Mathlib's theorem that a nonnegative derivative makes a function monotone.

```lean
/-- A quantity whose slope is nonnegative on the path `[0, 1]` never falls below its
starting value. -/
theorem start_le_of_slope_nonneg {g g' : ℝ → ℝ}
    (h : ∀ t ∈ Icc (0 : ℝ) 1, HasDerivAt g (g' t) t)
    (h0 : ∀ t ∈ Icc (0 : ℝ) 1, 0 ≤ g' t) {t : ℝ} (ht : t ∈ Icc (0 : ℝ) 1) :
    g 0 ≤ g t := by
  have hm : MonotoneOn g (Icc (0 : ℝ) 1) :=
    monotoneOn_of_deriv_nonneg (convex_Icc 0 1)
      (fun s hs => (h s hs).continuousAt.continuousWithinAt)
      (fun s hs => (h s (interior_subset hs)).differentiableAt.differentiableWithinAt)
      (fun s hs => by
        rw [(h s (interior_subset hs)).deriv]
        exact h0 s (interior_subset hs))
  exact hm (left_mem_Icc.2 zero_le_one) ht ht.1
```

Now let \(\varphi(t)\) be the energy along a path, with \(\varphi''(t)\ge a\). The function \(\varphi'(t)-at\) has nonnegative slope, so

\[
\varphi'(t)\ge\varphi'(0)+at .
\]

Hence \(\varphi(t)-\varphi'(0)t-\tfrac a2t^2\) also has nonnegative slope. Comparing its values at \(t=1\) and \(t=0\) gives

\[
\varphi(1)\ge\varphi(0)+\varphi'(0)+\tfrac a2 .
\]

These two uses of the first lemma are `slope` and `key`. Nothing is integrated, so \(\varphi''\) has to exist but need not be continuous.

```lean
/-- If the curvature along the path `[0, 1]` is at least `a`, the final energy is at least
the initial energy plus the initial slope plus `a / 2`. -/
theorem path_energy_lower {φ φ' φ'' : ℝ → ℝ} {a : ℝ}
    (h1 : ∀ t ∈ Icc (0 : ℝ) 1, HasDerivAt φ (φ' t) t)
    (h2 : ∀ t ∈ Icc (0 : ℝ) 1, HasDerivAt φ' (φ'' t) t)
    (ha : ∀ t ∈ Icc (0 : ℝ) 1, a ≤ φ'' t) :
    φ 0 + φ' 0 + a / 2 ≤ φ 1 := by
  -- the slope at `t` is at least `φ' 0 + a * t`
  have slope : ∀ t ∈ Icc (0 : ℝ) 1, φ' 0 - a * 0 ≤ φ' t - a * t := fun t ht =>
    start_le_of_slope_nonneg (g := fun s => φ' s - a * s) (g' := fun s => φ'' s - a * 1)
      (fun s hs => (h2 s hs).fun_sub ((hasDerivAt_id' s).const_mul a))
      (fun s hs => by linarith [ha s hs]) ht
  -- hence the final energy is at least `φ 0 + φ' 0 + a / 2`
  have key : φ 0 - φ' 0 * 0 - a / 2 * (0 * 0) ≤ φ 1 - φ' 0 * 1 - a / 2 * (1 * 1) :=
    start_le_of_slope_nonneg (g := fun s => φ s - φ' 0 * s - a / 2 * (s * s))
      (g' := fun s => φ' s - φ' 0 * 1 - a / 2 * (1 * s + s * 1))
      (fun s hs => ((h1 s hs).fun_sub ((hasDerivAt_id' s).const_mul (φ' 0))).fun_sub
        (((hasDerivAt_id' s).fun_mul (hasDerivAt_id' s)).const_mul (a / 2)))
      (fun s hs => by linarith [slope s hs]) (right_mem_Icc.2 zero_le_one)
  linarith
```

If also \(\varphi''(t)\le b\), then \(-\varphi\) has curvature at least \(-b\). Applying the lower bound to \(-\varphi\) and changing sign gives

\[
\tfrac a2\le\varphi(1)-\varphi(0)-\varphi'(0)\le\tfrac b2 .
\]

```lean
/-- If the curvature along the path `[0, 1]` lies between `a` and `b`, the energy change
beyond the initial slope lies between `a / 2` and `b / 2`. -/
theorem path_energy_bounds {φ φ' φ'' : ℝ → ℝ} {a b : ℝ}
    (h1 : ∀ t ∈ Icc (0 : ℝ) 1, HasDerivAt φ (φ' t) t)
    (h2 : ∀ t ∈ Icc (0 : ℝ) 1, HasDerivAt φ' (φ'' t) t)
    (ha : ∀ t ∈ Icc (0 : ℝ) 1, a ≤ φ'' t) (hb : ∀ t ∈ Icc (0 : ℝ) 1, φ'' t ≤ b) :
    a / 2 ≤ φ 1 - φ 0 - φ' 0 ∧ φ 1 - φ 0 - φ' 0 ≤ b / 2 := by
  have lo := path_energy_lower h1 h2 ha
  -- the upper bound is the lower bound for the inverted potential
  have up : -φ 0 + -φ' 0 + -b / 2 ≤ -φ 1 :=
    path_energy_lower (φ := fun t => -φ t) (φ' := fun t => -φ' t) (φ'' := fun t => -φ'' t)
      (fun t ht => (h1 t ht).fun_neg) (fun t ht => (h2 t ht).fun_neg)
      (fun t ht => neg_le_neg (hb t ht))
  constructor <;> linarith
```

## The energy surface and its curvature bounds

Geometries are vectors in a real normed space `E`, of any dimension, and `s` is the convex region in which the surface is controlled. The gradient `G x` is a linear functional, so `G x d` is the slope of \(V\) at \(x\) along \(d\). The Hessian `H x` takes two displacements. `HasFDerivAt` makes `G` the true derivative of `V`, and `H` that of `G`, at every point of `s`. The remaining condition is

\[
m\|v\|^2\le H_x(v,v)\le M\|v\|^2 .
\]

In a Euclidean norm, \(m\) and \(M\) bound the Hessian eigenvalues: they stand for the softest and stiffest force constants in the region. The structure does not require \(m>0\); theorems that need it say so.

Applying this to a molecule requires one step that the hypotheses leave to the user: finding coordinates and a region in which the computed surface obeys these bounds. For \(m>0\), the overall translations and rotations of a free molecule must have been removed: they never change the energy, so at a stationary geometry the Hessian has zero curvature along them.

```lean
variable {E F : Type*} [NormedAddCommGroup E] [NormedSpace ℝ E]
  [NormedAddCommGroup F] [NormedSpace ℝ F]

/-- On the convex region `s` of geometries, the energy surface `V` has gradient `G` and
Hessian `H`, and its curvature along every unit displacement lies between `m` and `M`. -/
structure CurvatureBounds (s : Set E) (V : E → ℝ) (G : E → E →L[ℝ] ℝ)
    (H : E → E →L[ℝ] E →L[ℝ] ℝ) (m M : ℝ) : Prop where
  convex : Convex ℝ s
  grad : ∀ x ∈ s, HasFDerivAt V (G x) x
  hess : ∀ x ∈ s, HasFDerivAt G (H x) x
  lower : ∀ x ∈ s, ∀ v, m * ‖v‖ ^ 2 ≤ H x v v
  upper : ∀ x ∈ s, ∀ v, H x v v ≤ M * ‖v‖ ^ 2
```

For \(x\) and \(x+d\) in the region, convexity keeps the straight path \(x+td\) inside it. Set \(\varphi(t)=V(x+td)\). The chain rule gives

\[
\varphi'(t)=G_{x+td}(d),\qquad \varphi''(t)=H_{x+td}(d,d),
\]

and the curvature condition with \(v=d\) supplies \(a=m\|d\|^2\) and \(b=M\|d\|^2\). Therefore

\[
\tfrac m2\|d\|^2\le V(x+d)-V(x)-G_x(d)\le\tfrac M2\|d\|^2 .
\]

In the proof, `line` differentiates the path, and `comp_hasDerivAt` is the chain rule.

```lean
variable {s : Set E} {V : E → ℝ} {G : E → E →L[ℝ] ℝ} {H : E → E →L[ℝ] E →L[ℝ] ℝ} {m M : ℝ}

/-- Between two geometries of the region, the energy change beyond the gradient term lies
between `m‖d‖²/2` and `M‖d‖²/2`, where `d` is the displacement. -/
theorem energy_change_bounds (h : CurvatureBounds s V G H m M) {x d : E}
    (hx : x ∈ s) (hd : x + d ∈ s) :
    m * ‖d‖ ^ 2 / 2 ≤ V (x + d) - V x - G x d ∧
      V (x + d) - V x - G x d ≤ M * ‖d‖ ^ 2 / 2 := by
  have hs : ∀ t ∈ Icc (0 : ℝ) 1, x + t • d ∈ s := fun t ht =>
    h.convex.add_smul_mem hx hd ht
  have line : ∀ t : ℝ, HasDerivAt (fun r : ℝ => x + r • d) d t := fun t =>
    (((hasDerivAt_id' t).smul_const d).const_add x).congr_deriv (one_smul ℝ d)
  -- restrict the surface to the straight path from `x` to `x + d`
  have key := path_energy_bounds (φ := fun t => V (x + t • d))
    (φ' := fun t => G (x + t • d) d) (φ'' := fun t => H (x + t • d) d d)
    (fun t ht => (h.grad _ (hs t ht)).comp_hasDerivAt t (line t))
    (fun t ht => by
      have hG : HasDerivAt (fun r : ℝ => G (x + r • d)) (H (x + t • d) d) t :=
        (h.hess _ (hs t ht)).comp_hasDerivAt t (line t)
      exact (hG.clm_apply (hasDerivAt_const t d)).congr_deriv (by simp))
    (fun t ht => h.lower _ (hs t ht) d) (fun t ht => h.upper _ (hs t ht) d)
  simpa only [zero_smul, add_zero, one_smul] using key
```

## The error at a displaced geometry

At a stationary geometry \(G_{x_0}=0\), so the linear term vanishes:

\[
\tfrac m2\|d\|^2\le V(x_0+d)-V(x_0)\le\tfrac M2\|d\|^2 .
\]

```lean
/-- If the gradient vanishes at `x₀` in the region, a single-point energy at the displaced geometry
`x₀ + d` in the region differs from that at `x₀` by between `m‖d‖²/2` and `M‖d‖²/2`. -/
theorem single_point_error_bounds (h : CurvatureBounds s V G H m M) {x₀ d : E}
    (hx : x₀ ∈ s) (hd : x₀ + d ∈ s) (h0 : G x₀ = 0) :
    m * ‖d‖ ^ 2 / 2 ≤ V (x₀ + d) - V x₀ ∧ V (x₀ + d) - V x₀ ≤ M * ‖d‖ ^ 2 / 2 := by
  have hz : G x₀ d = 0 := by simp [h0]
  have key := energy_change_bounds h hx hd
  rwa [hz, sub_zero] at key
```

If \(m>0\) and \(d\ne0\), the left-hand side is positive, and the error is strictly upward.

```lean
/-- If the gradient vanishes at `x₀` and `m > 0`, every nonzero displacement from `x₀` within the
region strictly raises the energy. -/
theorem single_point_error_pos (h : CurvatureBounds s V G H m M) (hm : 0 < m) {x₀ d : E}
    (hx : x₀ ∈ s) (hd : x₀ + d ∈ s) (h0 : G x₀ = 0) (hne : d ≠ 0) :
    V x₀ < V (x₀ + d) := by
  have hn : 0 < ‖d‖ := norm_pos_iff.2 hne
  have hp : 0 < m * ‖d‖ ^ 2 / 2 := by positivity
  linarith [(single_point_error_bounds h hx hd h0).1]
```

In a relative energy, two such errors are subtracted. Let a second species have surface \(W\), stationary geometry \(y\), displacement \(e\) and curvature bounds \(m',M'\); the first species now has stationary geometry \(x\). The error of \(W-V\) is the error of \(W\) minus that of \(V\). Its lower bound combines the least error allowed for \(W\) with the greatest allowed for \(V\), and its upper bound does the opposite:

\[
\tfrac{m'}2\|e\|^2-\tfrac M2\|d\|^2\le\text{error}\le\tfrac{M'}2\|e\|^2-\tfrac m2\|d\|^2 .
\]

With positive lower curvature bounds and nonzero displacements, both errors are positive and cancel at least in part, but the sign of any remainder is not fixed in general.

```lean
/-- For two species displaced from stationary geometries within their regions, the error of the
relative energy `W - V` lies between the lower error bound for `W` minus the upper one for `V`, and
the upper error bound for `W` minus the lower one for `V`. -/
theorem relative_energy_error_bounds {s' : Set F} {W : F → ℝ} {G' : F → F →L[ℝ] ℝ}
    {H' : F → F →L[ℝ] F →L[ℝ] ℝ} {m' M' : ℝ}
    (hV : CurvatureBounds s V G H m M) (hW : CurvatureBounds s' W G' H' m' M')
    {x d : E} {y e : F} (hx : x ∈ s) (hd : x + d ∈ s) (hy : y ∈ s') (he : y + e ∈ s')
    (hGx : G x = 0) (hGy : G' y = 0) :
    m' * ‖e‖ ^ 2 / 2 - M * ‖d‖ ^ 2 / 2 ≤ (W (y + e) - V (x + d)) - (W y - V x) ∧
      (W (y + e) - V (x + d)) - (W y - V x) ≤ M' * ‖e‖ ^ 2 / 2 - m * ‖d‖ ^ 2 / 2 := by
  obtain ⟨a, b⟩ := single_point_error_bounds hV hx hd hGx
  obtain ⟨a', b'⟩ := single_point_error_bounds hW hy he hGy
  constructor <;> linarith
```

## What a residual gradient allows

An optimisation on \(V\) itself usually stops at a geometry \(x\) where the gradient \(G_x\) is small but not zero. Let \(x\) lie in the region, and let \(y\) be any geometry there, \(r=\|y-x\|\), and \(\|G_x\|\) the operator norm, which is the usual gradient length in Euclidean coordinates. The lower bound on the energy change, with \(G_x(y-x)\ge-\|G_x\|r\), gives for \(m>0\)

\[
V(x)-V(y)\le\|G_x\|r-\tfrac m2r^2
=\frac{\|G_x\|^2}{2m}-\frac{(\|G_x\|-mr)^2}{2m}\le\frac{\|G_x\|^2}{2m}.
\]

The unknown distance has dropped out. Lean completes the same square after multiplying through by \(2m\).

```lean
/-- For `m > 0`, the energy at a geometry `x` exceeds that at any other geometry `y` of the
region by at most the squared norm of the gradient at `x` divided by `2m`. -/
theorem energy_excess_le_gradient (h : CurvatureBounds s V G H m M) (hm : 0 < m) {x y : E}
    (hx : x ∈ s) (hy : y ∈ s) : V x - V y ≤ ‖G x‖ ^ 2 / (2 * m) := by
  have hxy : x + (y - x) = y := by abel
  have lo := (energy_change_bounds h hx (d := y - x) (by rwa [hxy])).1
  rw [hxy] at lo
  have op : |G x (y - x)| ≤ ‖G x‖ * ‖y - x‖ := (G x).le_opNorm (y - x)
  have drop : V x - V y ≤ ‖G x‖ * ‖y - x‖ - m * ‖y - x‖ ^ 2 / 2 := by
    linarith [neg_abs_le (G x (y - x))]
  -- complete the square in the unknown distance
  rw [le_div_iff₀ (by positivity)]
  have scaled := mul_le_mul_of_nonneg_right drop (by positivity : 0 ≤ 2 * m)
  nlinarith [sq_nonneg (‖G x‖ - m * ‖y - x‖)]
```

## One coordinate

For a potential \(f\) on the whole line with \(f'(x_0)=0\) and \(m\le f''\le M\) everywhere, set \(\varphi(t)=f(x_0+td)\). Then \(\varphi''(t)=f''(x_0+td)\,d^2\), and the path bounds give

\[
\tfrac m2d^2\le f(x_0+d)-f(x_0)\le\tfrac M2d^2 ,
\]

with a strictly positive error when \(m>0\) and \(d\ne0\). A bond that dissociates to a finite energy has no positive \(m\) valid at all lengths; for it, the regional theorem can be used on an interval around the minimum.

```lean
/-- For a one-dimensional potential with `f'(x₀) = 0` and `m ≤ f'' ≤ M` everywhere, the
energy error at `x₀ + d` lies between `m d²/2` and `M d²/2`; it is strictly positive if
`m > 0` and `d ≠ 0`. -/
theorem one_dimensional_error {f f' f'' : ℝ → ℝ} {m M x₀ : ℝ}
    (h1 : ∀ x, HasDerivAt f (f' x) x) (h2 : ∀ x, HasDerivAt f' (f'' x) x)
    (h0 : f' x₀ = 0) (hm : ∀ x, m ≤ f'' x) (hM : ∀ x, f'' x ≤ M) (d : ℝ) :
    m * d ^ 2 / 2 ≤ f (x₀ + d) - f x₀ ∧ f (x₀ + d) - f x₀ ≤ M * d ^ 2 / 2 ∧
      (0 < m → d ≠ 0 → 0 < f (x₀ + d) - f x₀) := by
  have line : ∀ t : ℝ, HasDerivAt (fun r : ℝ => x₀ + r * d) d t := fun t =>
    (((hasDerivAt_id' t).mul_const d).const_add x₀).congr_deriv (one_mul d)
  have key := path_energy_bounds (φ := fun t => f (x₀ + t * d))
    (φ' := fun t => f' (x₀ + t * d) * d) (φ'' := fun t => f'' (x₀ + t * d) * d * d)
    (a := m * d ^ 2) (b := M * d ^ 2)
    (fun t _ => (h1 _).comp t (line t))
    (fun t _ => ((h2 _).comp t (line t)).mul_const d)
    (fun t _ => by nlinarith [mul_le_mul_of_nonneg_right (hm (x₀ + t * d)) (sq_nonneg d)])
    (fun t _ => by nlinarith [mul_le_mul_of_nonneg_right (hM (x₀ + t * d)) (sq_nonneg d)])
  simp only [zero_mul, add_zero, one_mul, h0, sub_zero] at key
  refine ⟨key.1, key.2, fun hpos hne => ?_⟩
  have hp : 0 < m * d ^ 2 / 2 := by positivity
  linarith [key.1]
```

If \(f''=k\) everywhere, take \(m=M=k\). The two bounds coincide, and

\[
f(x_0+d)-f(x_0)=\tfrac k2d^2 .
\]

A harmonic potential therefore attains both bounds.

```lean
/-- If the curvature equals a constant `k` everywhere and `f'(x₀) = 0`, the energy error at
`x₀ + d` is exactly `k d²/2`. -/
theorem harmonic_error_eq {f f' : ℝ → ℝ} {k x₀ : ℝ}
    (h1 : ∀ x, HasDerivAt f (f' x) x) (h2 : ∀ x, HasDerivAt f' k x)
    (h0 : f' x₀ = 0) (d : ℝ) : f (x₀ + d) - f x₀ = k * d ^ 2 / 2 := by
  have key := one_dimensional_error (f'' := fun _ => k) h1 h2 h0
    (fun _ => le_refl k) (fun _ => le_refl k) d
  exact le_antisymm key.2.1 key.1

end DisplacedGeometryEnergy
```

## Numbers for a single stretch

Take illustrative bounds \(m=0.30\) and \(M=0.40\) hartree/bohr² and a bond length wrong by \(d=0.02\) bohr. Then \(d^2/2=2.0\times10^{-4}\) bohr², and the energy is too high by between \(6.0\times10^{-5}\) and \(8.0\times10^{-5}\) hartree, or about 0.16 to 0.21 kJ/mol. Doubling the displacement multiplies both limits by four, provided the curvature bounds still hold there.

For an unconverged geometry with residual gradient \(0.006\) hartree/bohr, the excess over any geometry in the region is at most \(0.006^2/(2\times0.30)=6.0\times10^{-5}\) hartree.

```lean
#print axioms DisplacedGeometryEnergy.single_point_error_pos
-- 'DisplacedGeometryEnergy.single_point_error_pos' depends on axioms: [propext, Classical.choice, Quot.sound]
#print axioms DisplacedGeometryEnergy.relative_energy_error_bounds
-- 'DisplacedGeometryEnergy.relative_energy_error_bounds' depends on axioms: [propext, Classical.choice, Quot.sound]
#print axioms DisplacedGeometryEnergy.energy_excess_le_gradient
-- 'DisplacedGeometryEnergy.energy_excess_le_gradient' depends on axioms: [propext, Classical.choice, Quot.sound]
#print axioms DisplacedGeometryEnergy.harmonic_error_eq
-- 'DisplacedGeometryEnergy.harmonic_error_eq' depends on axioms: [propext, Classical.choice, Quot.sound]
```
